# Exactly one longitudinal squared frequency between adjacent polar TO levels, for a positive rank-one Coulomb term

Let D = diag(d_k) hold the squared transverse optical (TO) frequencies of finitely many modes. Let z be the real vector of their charges along a fixed wavevector direction, and let c be the strength of the Coulomb term. If no d_k is zero, then

det(D + c z zᵀ) = (∏_k d_k) · (1 + c Σ_k z_k²/d_k).

If moreover c > 0, d_i < d_j with no d_k strictly between them, and z_i and z_j are both nonzero, then exactly one eigenvalue of D + c z zᵀ lies strictly between d_i and d_j. This second statement holds whether or not any d_k vanishes.

## The non-analytic term at the zone centre

Phonon codes for polar crystals add a direction-dependent Coulomb term to the dynamical matrix as the wavevector goes to zero. For a fixed unit direction q̂ this term has rank one, and in the basis of TO eigenvectors the matrix becomes D + c z zᵀ. In atomic units

c = 4π / (Ω q̂·ε∞·q̂),

where Ω is the cell volume and ε∞ the high-frequency dielectric tensor. The charge z_k is the component along q̂ of the sum, over atoms, of the Born charge tensor applied to the mode's displacement, which is its unit eigenvector of the dynamical matrix with each atom's components divided by the square root of that atom's mass.

This gives an inexpensive test of an implementation within the harmonic, zone-centre model. Diagonalise the matrix without the Coulomb term, compute z, and compare the determinant and the gap-by-gap eigenvalue count with the output of the full diagonalisation. Acoustic modes have d_k = 0, so the determinant formula does not apply with them included. When the Born charges sum to zero over the cell, these modes have zero charge and decouple, and the determinant test can be made on the optical modes alone. If the computed charges violate this sum rule, impose it first.

## From a rank-one determinant to one root per gap

Write M = D + c z zᵀ, and let x be a trial squared frequency different from every d_k. Define the dielectric function relative to its high-frequency value:

ε(x) = 1 + c Σ_k z_k²/(d_k − x).

Let u be the column with entries u_k = c z_k/(d_k − x). Since (d_k − x) u_k z_l = c z_k z_l,

M − x·1 = (D − x·1)(1 + u zᵀ).

The block matrix with rows (1, −u) and (zᵀ, 1) has determinant 1 + zᵀu if the upper left block is eliminated first, and det(1 + u zᵀ) if the lower right one is. The two are therefore equal, and zᵀu = c Σ_k z_k²/(d_k − x), so

det(M − x·1) = ∏_k (d_k − x) · ε(x).

Setting x = 0 gives the determinant formula. The factor ∏_k (d_k − x) is nonzero, so x is an eigenvalue exactly when ε(x) = 0. Since det M is also the product of the eigenvalues λ_k of M, it follows when no d_k is zero that

∏_k λ_k / ∏_k d_k = ε(0),

which is a generalised Lyddane–Sachs–Teller relation.

Now put a = d_i and b = d_j. The function ε has poles at both ends of the gap, so multiply it by (x − a)(b − x):

g(x) = (x − a)(b − x) + c Σ_k z_k² h_k(x).

Here h_k(x) = −(b − x) if d_k = a, h_k(x) = x − a if d_k = b, and h_k(x) = (x − a)(b − x)/(d_k − x) otherwise. In the last case d_k lies outside [a, b], so g is continuous on the closed interval. At its ends

g(a) = −c (b − a) Σ_{d_k = a} z_k² < 0,

g(b) = c (b − a) Σ_{d_k = b} z_k² > 0.

The intermediate value theorem gives a zero of g strictly inside the gap. The prefactor is positive there, so this is a zero of ε.

For uniqueness take x < y in the gap. Then

1/(d_k − y) − 1/(d_k − x) = (y − x)/((d_k − y)(d_k − x)) > 0,

because d_k lies on the same side of both points. With c > 0 and z_i ≠ 0, ε increases strictly and cannot vanish twice.

In a root finder, g is the safer function to bisect: it is finite at both ends of the bracket and has known signs there. The zeros of ε need not be the whole spectrum, however. A mode with z_k = 0 satisfies M e_k = d_k e_k, where e_k is its basis vector, and keeps its TO frequency. It contributes nothing to ε, so its squared frequency need not be among the zeros. A code that collects only zeros of ε can therefore return too few modes.

## Lean source for the secular equation and the gap theorem

```lean
import Mathlib

open Matrix

namespace PolarCrystal

noncomputable section

variable {n : Type*} [Fintype n]

/-- Dielectric function at squared frequency `x`, relative to its high-frequency value, for modes
with squared TO frequencies `d k` and charges `z k`. The formula is meant for `x ≠ d k` for all `k`;
elsewhere Lean sets the terms with zero denominator to zero. -/
def dielectricRatio (d z : n → ℝ) (c x : ℝ) : ℝ :=
  1 + c * ∑ k, z k ^ 2 / (d k - x)

/-- For `c > 0` and at least one polar mode, the dielectric function increases strictly from
`x` to `y` when no TO resonance lies in the interval from `x` to `y`. -/
theorem dielectricRatio_lt (d z : n → ℝ) {c x y : ℝ} (hc : 0 < c) (hxy : x < y)
    (hgap : ∀ k, d k < x ∨ y < d k) {i : n} (hi : z i ≠ 0) :
    dielectricRatio d z c x < dielectricRatio d z c y := by
  -- each resonance denominator contributes an increasing term
  have hinv : ∀ k, (d k - x)⁻¹ < (d k - y)⁻¹ := by
    intro k
    have hprod : 0 < (d k - y) * (d k - x) := by
      rcases hgap k with h | h
      · exact mul_pos_of_neg_of_neg (by linarith) (by linarith)
      · exact mul_pos (by linarith) (by linarith)
    have hy : d k - y ≠ 0 := left_ne_zero_of_mul hprod.ne'
    have hx : d k - x ≠ 0 := right_ne_zero_of_mul hprod.ne'
    rw [← sub_pos, inv_sub_inv hy hx]
    exact div_pos (by linarith) hprod
  have hsum : ∑ k, z k ^ 2 / (d k - x) < ∑ k, z k ^ 2 / (d k - y) := by
    simp only [div_eq_mul_inv]
    refine Finset.sum_lt_sum (fun k _ => ?_) ⟨i, Finset.mem_univ i, ?_⟩
    · exact mul_le_mul_of_nonneg_left (hinv k).le (sq_nonneg _)
    · exact mul_lt_mul_of_pos_left (hinv i) (by positivity)
  have := mul_lt_mul_of_pos_left hsum hc
  unfold dielectricRatio
  linarith

variable [DecidableEq n]

/-- Dynamical matrix in the TO mode basis with the long-range Coulomb term: the diagonal matrix
of squared TO frequencies plus `c` times the outer product of the mode charges. -/
def dynMatrix (d z : n → ℝ) (c : ℝ) : Matrix n n ℝ :=
  diagonal d + c • vecMulVec z z

/-- `x` is a squared frequency of the crystal with the Coulomb term: some nonzero displacement
pattern is an eigenvector of the dynamical matrix with eigenvalue `x`. -/
def IsSqFrequency (d z : n → ℝ) (c x : ℝ) : Prop :=
  ∃ v : n → ℝ, v ≠ 0 ∧ dynMatrix d z c *ᵥ v = x • v

/-- Away from the TO frequencies, the secular determinant is that of the TO modes multiplied by
the dielectric function. -/
theorem det_secular (d z : n → ℝ) (c x : ℝ) (hx : ∀ k, d k ≠ x) :
    (dynMatrix d z c - x • (1 : Matrix n n ℝ)).det
      = (∏ k, (d k - x)) * dielectricRatio d z c x := by
  let A : Matrix n Unit ℝ := Matrix.of fun k _ => c * z k / (d k - x)
  let B : Matrix Unit n ℝ := Matrix.of fun _ k => z k
  -- factor out the diagonal TO part
  have hfac : dynMatrix d z c - x • (1 : Matrix n n ℝ)
      = diagonal (fun k => d k - x) * (1 + A * B) := by
    ext k l
    have h : (d k - x) * (c * z k / (d k - x)) = c * z k :=
      mul_div_cancel₀ _ (sub_ne_zero.2 (hx k))
    rw [Matrix.diagonal_mul]
    simp only [dynMatrix, A, B, Matrix.sub_apply, Matrix.add_apply, Matrix.smul_apply,
      Matrix.vecMulVec_apply, Matrix.mul_apply, Matrix.of_apply, Matrix.diagonal_apply,
      Matrix.one_apply, Finset.univ_unique, Finset.sum_singleton, smul_eq_mul]
    split_ifs <;> linear_combination (-z l) * h
  -- the rank-one factor reduces to a one-by-one determinant
  have hone : (1 + B * A).det = dielectricRatio d z c x := by
    rw [Matrix.det_unique]
    simp only [A, B, dielectricRatio, Matrix.add_apply, Matrix.one_apply_eq, Matrix.mul_apply,
      Matrix.of_apply, Finset.mul_sum]
    congr 1
    exact Finset.sum_congr rfl fun k _ => by ring
  rw [hfac, Matrix.det_mul, Matrix.det_diagonal, Matrix.det_one_add_mul_comm, hone]

/-- For nonzero squared TO frequencies, the determinant of the dynamical matrix is their product
times `1 + c ∑ z k ^ 2 / d k`. -/
theorem det_dynMatrix (d z : n → ℝ) (c : ℝ) (hd : ∀ k, d k ≠ 0) :
    (dynMatrix d z c).det = (∏ k, d k) * (1 + c * ∑ k, z k ^ 2 / d k) := by
  have h := det_secular d z c 0 hd
  simpa only [dielectricRatio, zero_smul, sub_zero] using h

/-- Away from the TO frequencies, the squared frequencies of the crystal with the Coulomb term
are exactly the zeros of the dielectric function. -/
theorem isSqFrequency_iff (d z : n → ℝ) (c x : ℝ) (hx : ∀ k, d k ≠ x) :
    IsSqFrequency d z c x ↔ dielectricRatio d z c x = 0 := by
  have key : IsSqFrequency d z c x ↔
      ∃ v : n → ℝ, v ≠ 0 ∧ (dynMatrix d z c - x • (1 : Matrix n n ℝ)) *ᵥ v = 0 := by
    refine exists_congr fun v => and_congr_right fun _ => ?_
    rw [Matrix.sub_mulVec, Matrix.smul_mulVec, Matrix.one_mulVec, sub_eq_zero]
  have hp : ∏ k, (d k - x) ≠ 0 :=
    Finset.prod_ne_zero_iff.2 fun k _ => sub_ne_zero.2 (hx k)
  rw [key, Matrix.exists_mulVec_eq_zero_iff, det_secular d z c x hx, mul_eq_zero]
  exact or_iff_right hp

omit [Fintype n] in
/-- The dynamical matrix with the Coulomb term is Hermitian. -/
theorem dynMatrix_isHermitian (d z : n → ℝ) (c : ℝ) : (dynMatrix d z c).IsHermitian := by
  refine Matrix.IsHermitian.ext fun k l => ?_
  rcases eq_or_ne k l with rfl | h
  · exact star_trivial _
  · simp [dynMatrix, Matrix.vecMulVec_apply, Matrix.diagonal_apply_ne _ h,
      Matrix.diagonal_apply_ne _ h.symm, mul_comm]

/-- Generalized Lyddane–Sachs–Teller relation: for nonzero squared TO frequencies, the product of
the eigenvalues of the dynamical matrix over the product of the squared TO frequencies is the
static dielectric ratio. -/
theorem lyddane_sachs_teller (d z : n → ℝ) (c : ℝ) (hd : ∀ k, d k ≠ 0) :
    (∏ k, (dynMatrix_isHermitian d z c).eigenvalues k) / (∏ k, d k)
      = dielectricRatio d z c 0 := by
  have h : (dynMatrix d z c).det = ∏ k, (dynMatrix_isHermitian d z c).eigenvalues k := by
    simpa using (dynMatrix_isHermitian d z c).det_eq_prod_eigenvalues
  have hp : ∏ k, d k ≠ 0 := Finset.prod_ne_zero_iff.2 fun k _ => hd k
  rw [← h, det_dynMatrix d z c hd, mul_div_cancel_left₀ _ hp]
  simp only [dielectricRatio, sub_zero]

/-- A mode with zero charge keeps its TO frequency when the Coulomb term is added. -/
theorem nonpolar_mode (d z : n → ℝ) (c : ℝ) {k : n} (hk : z k = 0) :
    IsSqFrequency d z c (d k) := by
  refine ⟨Pi.single k 1, by simp, ?_⟩
  ext l
  rcases eq_or_ne l k with rfl | h <;>
    simp [dynMatrix, Matrix.vecMulVec_apply, *]

/-- For `c > 0`, exactly one squared frequency of the crystal with the Coulomb term lies strictly
between two adjacent squared TO frequencies `d i < d j` whose modes `i` and `j` are polar. -/
theorem existsUnique_between (d z : n → ℝ) {c : ℝ} (hc : 0 < c) {i j : n}
    (hij : d i < d j) (hgap : ∀ k, d k ≤ d i ∨ d j ≤ d k) (hi : z i ≠ 0) (hj : z j ≠ 0) :
    ∃! x, (d i < x ∧ x < d j) ∧ IsSqFrequency d z c x := by
  have hne : ∀ x, d i < x → x < d j → ∀ k, d k ≠ x := by
    intro x h1 h2 k h
    rcases hgap k with h3 | h3 <;> linarith
  -- resonance terms multiplied by `(x - d i) * (d j - x)`, with the end poles removed
  obtain ⟨h, hh⟩ : ∃ h : n → ℝ → ℝ, ∀ k x, h k x =
      if d k = d i then -(d j - x) else if d k = d j then x - d i
      else (x - d i) * (d j - x) / (d k - x) := ⟨_, fun _ _ => rfl⟩
  have hcont : ∀ k, ContinuousOn (h k) (Set.Icc (d i) (d j)) := by
    intro k
    rw [funext (hh k)]
    by_cases h1 : d k = d i
    · simp only [if_pos h1]
      fun_prop
    by_cases h2 : d k = d j
    · simp only [if_neg h1, if_pos h2]
      fun_prop
    simp only [if_neg h1, if_neg h2]
    refine ContinuousOn.div (by fun_prop) (by fun_prop) fun x hx h0 => ?_
    rcases hgap k with h3 | h3
    · linarith [lt_of_le_of_ne h3 h1, hx.1]
    · linarith [lt_of_le_of_ne h3 (Ne.symm h2), hx.2]
  have hg : ContinuousOn (fun x => (x - d i) * (d j - x) + c * ∑ k, z k ^ 2 * h k x)
      (Set.Icc (d i) (d j)) :=
    ContinuousOn.add (by fun_prop) (continuousOn_const.mul
      (continuousOn_finsetSum _ fun k _ => continuousOn_const.mul (hcont k)))
  -- opposite signs at the two TO frequencies
  have hleft : ∑ k, z k ^ 2 * h k (d i) < 0 := by
    have hs : ∑ k, z k ^ 2 * h k (d i) < ∑ _k : n, (0 : ℝ) := by
      refine Finset.sum_lt_sum (fun k _ => ?_) ⟨i, Finset.mem_univ i, ?_⟩
      · refine mul_nonpos_of_nonneg_of_nonpos (sq_nonneg _) ?_
        rw [hh]
        split_ifs
        · linarith
        · linarith
        · simp
      · refine mul_neg_of_pos_of_neg (by positivity) ?_
        rw [hh, if_pos rfl]
        linarith
    rwa [Finset.sum_const_zero] at hs
  have hright : 0 < ∑ k, z k ^ 2 * h k (d j) := by
    refine Finset.sum_pos' (fun k _ => ?_) ⟨j, Finset.mem_univ j, ?_⟩
    · refine mul_nonneg (sq_nonneg _) ?_
      rw [hh]
      split_ifs
      · linarith
      · linarith
      · simp
    · refine mul_pos (by positivity) ?_
      rw [hh, if_neg hij.ne', if_pos rfl]
      linarith
  obtain ⟨x, hx, hgx⟩ := intermediate_value_Ioo hij.le hg
    (show (0 : ℝ) ∈ Set.Ioo _ _ from
      ⟨by nlinarith [mul_neg_of_pos_of_neg hc hleft], by nlinarith [mul_pos hc hright]⟩)
  have hgx' : (x - d i) * (d j - x) + c * ∑ k, z k ^ 2 * h k x = 0 := hgx
  have hsum : ∑ k, z k ^ 2 * h k x
      = (x - d i) * (d j - x) * ∑ k, z k ^ 2 / (d k - x) := by
    rw [Finset.mul_sum]
    refine Finset.sum_congr rfl fun k _ => ?_
    have hk : d k - x ≠ 0 := sub_ne_zero.2 (hne x hx.1 hx.2 k)
    have hterm : h k x = (x - d i) * (d j - x) / (d k - x) := by
      rw [eq_div_iff hk, hh]
      split_ifs with h1 h2
      · rw [h1]; ring
      · rw [h2]
      · exact div_mul_cancel₀ _ hk
    rw [hterm]
    ring
  have hprod : (x - d i) * (d j - x) * dielectricRatio d z c x = 0 := by
    unfold dielectricRatio
    linear_combination hgx' - c * hsum
  have hzero : dielectricRatio d z c x = 0 :=
    (mul_eq_zero.1 hprod).resolve_left
      (mul_pos (sub_pos.2 hx.1) (sub_pos.2 hx.2)).ne'
  -- two zeros in one gap would contradict strict growth
  have hmono : ∀ u v, d i < u → v < d j → u < v →
      dielectricRatio d z c u < dielectricRatio d z c v := fun u v hu hv huv =>
    dielectricRatio_lt d z hc huv
      (fun k => (hgap k).imp (fun h => h.trans_lt hu) (fun h => hv.trans_le h)) hi
  refine ⟨x, ⟨hx, (isSqFrequency_iff d z c x (hne x hx.1 hx.2)).2 hzero⟩, ?_⟩
  rintro y ⟨hy, hfreq⟩
  have hy0 := (isSqFrequency_iff d z c y (hne y hy.1 hy.2)).1 hfreq
  rcases lt_trichotomy y x with hlt | heq | hlt
  · linarith [hmono y x hy.1 hx.2 hlt]
  · exact heq
  · linarith [hmono x y hx.1 hy.2 hlt]

end

end PolarCrystal
```

```lean
#print axioms PolarCrystal.lyddane_sachs_teller
-- 'PolarCrystal.lyddane_sachs_teller' depends on axioms: [propext, Classical.choice, Quot.sound]
#print axioms PolarCrystal.nonpolar_mode
-- 'PolarCrystal.nonpolar_mode' depends on axioms: [propext, Classical.choice, Quot.sound]
#print axioms PolarCrystal.existsUnique_between
-- 'PolarCrystal.existsUnique_between' depends on axioms: [propext, Classical.choice, Quot.sound]
```

## Modes, charges and eigenvectors as Lean objects

The finite type `n` labels the modes. The functions `d` and `z` give their squared TO frequencies and charges, and `dynMatrix d z c` is the matrix M. `IsSqFrequency d z c x` says that some nonzero real vector v satisfies M v = x v. The variable x is a squared frequency throughout, and it may be negative, as for an unstable mode.

`dielectricRatio d z c x` is ε(x). Lean assigns the value zero to a division by zero, so the expression has a value even at a resonance; the hypothesis `∀ k, d k ≠ x` keeps the secular theorems away from those points.

- `det_secular` and `det_dynMatrix` are the two determinant formulas, for any real `c`.
- `isSqFrequency_iff` identifies eigenvalues with zeros of ε away from the TO levels.
- `lyddane_sachs_teller` is the product relation, with eigenvalues counted with multiplicity.
- `nonpolar_mode` states that a mode of zero charge keeps its frequency.
- `existsUnique_between` is the gap theorem. Its hypothesis `hgap` says that every level is at or below `d i`, or at or above `d j`, so degenerate levels are allowed.

## Factorisation, pole removal and strict growth in the proof

In `det_secular`, `hfac` checks the factorisation entry by entry. `Matrix.det_one_add_mul_comm` then exchanges the two factors of the rank-one term, and `hone` evaluates the resulting one-by-one determinant as ε(x). `isSqFrequency_iff` rewrites the eigenvector equation as (M − x·1)v = 0 and uses the fact that a nonzero solution exists exactly when the determinant vanishes. `dynMatrix_isHermitian` supplies the real eigenvalues whose product enters `lyddane_sachs_teller`.

In `existsUnique_between`, the function `h` is h_k with its three cases. `hcont` and `hg` prove continuity on the closed gap, `hleft` and `hright` fix the signs at its ends, and `intermediate_value_Ioo` produces the root. `hsum` and `hprod` turn g back into ε. Uniqueness comes from `dielectricRatio_lt`, which contains the difference of reciprocals computed above: comparing two roots by `lt_trichotomy` leaves equality as the only case.

## One direction, a finite harmonic model, and gaps with polar ends

The theorems concern a given real matrix. The harmonic approximation, the rank-one form of the Coulomb term and the values of c and z are physical input. The constant c stands for the macroscopic electric field of a longitudinal displacement, screened by the electrons; its positivity means that this field adds a restoring force. Complex charges at finite wavevector are not treated, nor is rounding error in an eigensolver.

The Lyddane–Sachs–Teller relation is proved for ε(0) as given by the oscillator formula. Equating that number with a measured ratio of static to high-frequency dielectric constants requires the physical model as well.

The gap theorem counts distinct values, not multiplicities, and it applies only between two adjacent levels that each contain a polar mode. A nonpolar level in between breaks the adjacency; a test script should leave nonpolar modes out of the matrix M before diagonalising it and counting. Within a degenerate level, first rotate the basis so that one mode carries all the charge, its z² being the sum of the original squares; the other modes of that level are then nonpolar and can be left out too. Otherwise M keeps eigenvalues exactly at the TO level, which rounding can push into a gap. The theorem also does not locate the longitudinal mode above the highest polar TO level. In a crystal with a single polar mode along q̂ there is no gap to apply it to, and the LO–TO splitting follows from the determinant formula instead: the squared frequency moves from d to d + c z².
